# In a two-level ideal Bose gas, relative condensate fluctuations tend to 1 grand-canonically and to 0 canonically as the condensate grows

For $0<z<1$, a bosonic mode with occupation probabilities $(1-z)z^n$ has mean $m=z/(1-z)$, variance $m^2+m$ and $n=0$ as its unique most likely occupation. Its standard deviation divided by its mean is $1/\sqrt z$, which tends to 1 as $z$ increases to 1.

At fixed total particle number $N$, the same ratio for the condensate tends to 0 as $N\to\infty$, provided that the statistical weights of the excited particles do not change with $N$ and have a finite second moment. One excited level above the ground state is an example. For such a non-interacting gas, a grand-canonical calculation can be tuned to the correct mean condensate number and still give the wrong fluctuations for a system with fixed $N$.

```lean
import Mathlib

open Filter Topology Finset

namespace IdealBoseCondensateFluctuations

noncomputable section
```

## Two distributions for the condensate number

Let a mode have energy $\varepsilon$, and let $\beta$ be the inverse temperature and $\mu<\varepsilon$ the chemical potential. With $z=e^{-\beta(\varepsilon-\mu)}$, the grand-canonical weight of $n$ bosons in the mode is $z^n$, and the normalised probability is

$$p_z(n)=(1-z)z^n .$$

```lean
/-- Grand-canonical probability of finding `n` bosons in a mode of fugacity factor `z`,
for `0 < z < 1`. -/
def modeProb (z : ℝ) (n : ℕ) : ℝ := (1 - z) * z ^ n
```

For any distribution $p$ on the natural numbers, the mean is

$$\langle n\rangle=\sum_{n=0}^\infty n\,p(n).$$

```lean
/-- Mean occupation for a distribution `p` with finite first moment. -/
def mean (p : ℕ → ℝ) : ℝ := ∑' n : ℕ, (n : ℝ) * p n
```

The variance is the average squared deviation from it, $\sum_n (n-\langle n\rangle)^2p(n)$.

```lean
/-- Variance of the occupation for a distribution `p` with finite second moment. -/
def variance (p : ℕ → ℝ) : ℝ := ∑' n : ℕ, ((n : ℝ) - mean p) ^ 2 * p n
```

The relative fluctuation is the square root of the variance divided by the mean. Both ensembles use these same three definitions.

```lean
/-- Standard deviation divided by mean, for a distribution with nonzero mean. -/
def relFluct (p : ℕ → ℝ) : ℝ := √(variance p) / mean p
```

Lean's infinite sum `∑'` returns zero when a series does not converge, so the grand-canonical moments below are stated with `HasSum`, which includes convergence.

Now fix the total number $N$. If $k$ particles are excited, $N-k$ are in the condensate. Taking the ground-state energy as zero, let $w(k)$ be the partition function of $k$ particles in the excited modes. The probability of $n\le N$ condensate particles is

$$P_N(n)=\frac{w(N-n)}{Z_N},\qquad Z_N=\sum_{k=0}^{N}w(k),$$

and it is zero for $n>N$.

```lean
/-- Probability of `n` condensate particles at fixed total number `N`, where `w k` is the
statistical weight of `k` excited particles and the weights up to `N` have nonzero sum. -/
def canonicalProb (w : ℕ → ℝ) (N n : ℕ) : ℝ :=
  if n ≤ N then w (N - n) / ∑ k ∈ range (N + 1), w k else 0
```

In Lean, `w` is an arbitrary real sequence. Its reading as a partition function is physical input: temperature and level spectrum enter only through it.

## Grand-canonical moments

The geometric series $\sum_n z^n=1/(1-z)$ gives the normalisation $\sum_n p_z(n)=1$.

```lean
/-- For `0 < z < 1` the grand-canonical mode probabilities sum to one. -/
theorem modeProb_hasSum {z : ℝ} (h0 : 0 < z) (h1 : z < 1) : HasSum (modeProb z) 1 := by
  have h := (hasSum_geometric_of_lt_one h0.le h1).mul_left (1 - z)
  rw [mul_inv_cancel₀ (sub_pos.mpr h1).ne'] at h
  exact h
```

Differentiating that series and multiplying by $z$ gives $\sum_n n z^n=z/(1-z)^2$. Multiplication by $1-z$ leaves

$$m=\frac{z}{1-z}.$$

```lean
/-- For `0 < z < 1` the mean occupation is the convergent sum `z / (1 - z)`. -/
theorem modeProb_mean {z : ℝ} (h0 : 0 < z) (h1 : z < 1) :
    HasSum (fun n : ℕ => (n : ℝ) * modeProb z n) (z / (1 - z)) := by
  have hz : 1 - z ≠ 0 := (sub_pos.mpr h1).ne'
  have hn : ‖z‖ < 1 := by rwa [Real.norm_of_nonneg h0.le]
  have h := (hasSum_coe_mul_geometric_of_norm_lt_one hn).mul_left (1 - z)
  have hf : (fun n : ℕ => (n : ℝ) * modeProb z n) =
      fun n : ℕ => (1 - z) * ((n : ℝ) * z ^ n) := by
    funext n
    unfold modeProb
    ring
  have hv : z / (1 - z) = (1 - z) * (z / (1 - z) ^ 2) := by
    field_simp
  rw [hf, hv]
  exact h
```

Here `hf` moves the factor $1-z$ in front of each term, and `hv` does the same for the value of the sum.

For the variance, write the square as

$$(n-m)^2=2\binom{n+2}{2}-(3+2m)n+(m^2-2).$$

The binomial series is $\sum_n\binom{n+2}{2}z^n=1/(1-z)^3$. Since $1/(1-z)=1+m$, averaging the three terms gives

$$2(1+m)^2-(3+2m)m+m^2-2=m^2+m .$$

```lean
/-- For `0 < z < 1` the squared deviations from the mean `m = z / (1 - z)` average
to `m ^ 2 + m`. -/
theorem modeProb_variance {z : ℝ} (h0 : 0 < z) (h1 : z < 1) :
    HasSum (fun n : ℕ => ((n : ℝ) - z / (1 - z)) ^ 2 * modeProb z n)
      ((z / (1 - z)) ^ 2 + z / (1 - z)) := by
  have hz : 1 - z ≠ 0 := (sub_pos.mpr h1).ne'
  have hn : ‖z‖ < 1 := by rwa [Real.norm_of_nonneg h0.le]
  -- expand the square in binomial coefficients, whose series are known
  have h := (((hasSum_choose_mul_geometric_of_norm_lt_one 2 hn).mul_left (2 * (1 - z))).sub
    ((modeProb_mean h0 h1).mul_left (3 + 2 * (z / (1 - z))))).add
    ((modeProb_hasSum h0 h1).mul_left ((z / (1 - z)) ^ 2 - 2))
  have hf : (fun n : ℕ => ((n : ℝ) - z / (1 - z)) ^ 2 * modeProb z n) =
      fun n : ℕ => 2 * (1 - z) * (((n + 2).choose 2 : ℝ) * z ^ n) -
        (3 + 2 * (z / (1 - z))) * ((n : ℝ) * modeProb z n) +
        ((z / (1 - z)) ^ 2 - 2) * modeProb z n := by
    funext n
    generalize z / (1 - z) = m
    simp only [Nat.cast_choose_two, modeProb]
    push_cast
    ring
  have hv : (z / (1 - z)) ^ 2 + z / (1 - z) =
      2 * (1 - z) * (1 / (1 - z) ^ (2 + 1)) - (3 + 2 * (z / (1 - z))) * (z / (1 - z)) +
        ((z / (1 - z)) ^ 2 - 2) * 1 := by
    field_simp
    ring
  rw [hf, hv]
  exact h
```

The proof adds the three known series in `h`. Then `hf` checks the identity for the square term by term, and `hv` checks the final algebra.

Although the mean grows without bound as $z\to1$, the most likely occupation stays at zero: for $n\ne0$ we have $z^n<1$, hence $p_z(n)<1-z=p_z(0)$.

```lean
/-- For `0 < z < 1` the empty mode is strictly more likely than any other occupation. -/
theorem modeProb_lt_zero_occupation {z : ℝ} (h0 : 0 < z) (h1 : z < 1) {n : ℕ} (hn : n ≠ 0) :
    modeProb z n < modeProb z 0 := by
  have h := pow_lt_one₀ h0.le h1 hn
  unfold modeProb
  rw [pow_zero]
  exact mul_lt_mul_of_pos_left h (sub_pos.mpr h1)
```

## The grand-canonical ratio tends to one

Because $1+1/m=1/z$, the variance is $m^2+m=m^2/z$. Its square root is $m/\sqrt z$, so

$$\frac{\sqrt{m^2+m}}{m}=\frac1{\sqrt z}.$$

```lean
/-- For `0 < z < 1` the grand-canonical relative fluctuation is `1 / √z`. -/
theorem relFluct_modeProb {z : ℝ} (h0 : 0 < z) (h1 : z < 1) :
    relFluct (modeProb z) = 1 / √z := by
  have hz : 0 < 1 - z := sub_pos.mpr h1
  have hm : mean (modeProb z) = z / (1 - z) := (modeProb_mean h0 h1).tsum_eq
  have hv : variance (modeProb z) = (z / (1 - z)) ^ 2 + z / (1 - z) := by
    unfold variance
    rw [hm]
    exact (modeProb_variance h0 h1).tsum_eq
  have hsq : (z / (1 - z)) ^ 2 + z / (1 - z) = (z / (1 - z) / √z) ^ 2 := by
    rw [div_pow _ (√z), Real.sq_sqrt h0.le]
    have := hz.ne'
    field_simp
    ring
  have hpos : 0 < z / (1 - z) := div_pos h0 hz
  unfold relFluct
  rw [hv, hm, hsq, Real.sqrt_sq (div_nonneg hpos.le (Real.sqrt_nonneg z)),
    div_right_comm, div_self hpos.ne']
```

The step `hsq` writes the variance as the square of $m/\sqrt z$. Positivity then allows the root to be taken and $m$ to be cancelled.

The function $1/\sqrt z$ is continuous at $z=1$ and equals 1 there. Approaching from below therefore gives the limit 1.

```lean
/-- As `z` increases to one, the grand-canonical standard deviation divided by the mean
tends to one. -/
theorem grandCanonical_limit :
    Tendsto (fun z : ℝ => relFluct (modeProb z)) (𝓝[<] 1) (𝓝 1) := by
  have h : Tendsto (fun z : ℝ => 1 / √z) (𝓝[<] 1) (𝓝 (1 / √1)) :=
    (continuousAt_const.div Real.continuous_sqrt.continuousAt (by simp)).tendsto.mono_left
      nhdsWithin_le_nhds
  rw [Real.sqrt_one, div_one] at h
  refine h.congr' ?_
  filter_upwards [Ioo_mem_nhdsLT (show (0 : ℝ) < 1 by norm_num)] with z hz
  exact (relFluct_modeProb hz.1 hz.2).symm
```

The filter `𝓝[<] 1` expresses the approach from below, which is the chemical potential rising to the mode energy at fixed temperature. The formula for the ratio is needed only on $0<z<1$, and `filter_upwards` restricts attention to that interval.

## Fixed particle number: count the excited particles

Substituting $n=N-k$ turns any canonical average into a finite sum over the excited number:

$$\sum_n f(n)P_N(n)=\frac1{Z_N}\sum_{k=0}^{N}f(N-k)\,w(k).$$

```lean
/-- A canonical average over the condensate number is an average over the number `k` of
excited particles, with `N - k` particles in the condensate. -/
theorem canonical_average (w f : ℕ → ℝ) (N : ℕ) :
    ∑' n, f n * canonicalProb w N n =
      (∑ k ∈ range (N + 1), f (N - k) * w k) / ∑ k ∈ range (N + 1), w k := by
  have h : ∑' n, f n * canonicalProb w N n =
      ∑ n ∈ range (N + 1), f n * canonicalProb w N n := by
    refine tsum_eq_sum fun n hn => ?_
    have hn' : ¬ n ≤ N := fun hle => hn (mem_range.mpr (by omega))
    rw [canonicalProb, if_neg hn', mul_zero]
  rw [h, ← sum_range_reflect (fun n => f n * canonicalProb w N n) (N + 1), sum_div]
  refine sum_congr rfl fun k hk => ?_
  have hk' := mem_range.mp hk
  have e1 : N + 1 - 1 - k = N - k := by omega
  have e2 : N - (N - k) = k := by omega
  show f (N + 1 - 1 - k) * canonicalProb w N (N + 1 - 1 - k) = _
  rw [e1, canonicalProb, if_pos (Nat.sub_le N k), e2]
  ring
```

The proof first discards the terms with $n>N$, which vanish, and then reverses the order of summation with `sum_range_reflect`.

Assume $w(k)\ge0$, $w(0)>0$ and $\sum_k k^2w(k)<\infty$. The last condition says that the excited modes saturate: with no limit on the particle number, their population would have a finite mean and a finite spread. Define

$$A_N=\sum_{k=0}^{N}k\,w(k),\quad B_N=\sum_{k=0}^{N}k^2w(k),\quad C=\frac1{w(0)}\sum_{k=0}^{\infty}k^2w(k).$$

The mean condensate number is

$$\langle n\rangle_N=\frac1{Z_N}\sum_{k=0}^{N}(N-k)w(k)=N-\frac{A_N}{Z_N}.$$

A condensate particle lost is an excited particle gained, so the two numbers have the same variance:

$$\operatorname{Var}_N=\frac1{Z_N}\sum_{k=0}^{N}\Bigl(k-\frac{A_N}{Z_N}\Bigr)^2w(k)=\frac{B_N}{Z_N}-\Bigl(\frac{A_N}{Z_N}\Bigr)^2 .$$

Since $k\le k^2$ for natural $k$, we have $A_N\le B_N$. Also $Z_N\ge w(0)$, and $B_N$ is at most the full series. Hence $A_N/Z_N\le B_N/Z_N\le C$, and for every $N$

$$\langle n\rangle_N\ge N-C,\qquad \operatorname{Var}_N\le C .$$

```lean
/-- For nonnegative weights with `w 0 > 0` and finite second moment, the number
`C = (∑ k² w k) / w 0` bounds both the mean depletion of the condensate and its variance,
for every particle number `N`. -/
theorem canonical_bounds {w : ℕ → ℝ} (hw : ∀ k, 0 ≤ w k) (h0 : 0 < w 0)
    (hs : Summable fun k : ℕ => (k : ℝ) ^ 2 * w k) (N : ℕ) :
    (N : ℝ) - (∑' k : ℕ, (k : ℝ) ^ 2 * w k) / w 0 ≤ mean (canonicalProb w N) ∧
      variance (canonicalProb w N) ≤ (∑' k : ℕ, (k : ℝ) ^ 2 * w k) / w 0 := by
  obtain ⟨Z, hZ⟩ : ∃ Z, Z = ∑ k ∈ range (N + 1), w k := ⟨_, rfl⟩
  obtain ⟨A, hA⟩ : ∃ A, A = ∑ k ∈ range (N + 1), (k : ℝ) * w k := ⟨_, rfl⟩
  obtain ⟨B, hB⟩ : ∃ B, B = ∑ k ∈ range (N + 1), (k : ℝ) ^ 2 * w k := ⟨_, rfl⟩
  have hwZ : w 0 ≤ Z := by
    rw [hZ]
    exact single_le_sum (fun k _ => hw k) (mem_range.mpr (Nat.succ_pos N))
  have hZ0 : Z ≠ 0 := (h0.trans_le hwZ).ne'
  have hAB : A ≤ B := by
    rw [hA, hB]
    refine sum_le_sum fun k _ => mul_le_mul_of_nonneg_right ?_ (hw k)
    exact_mod_cast Nat.le_self_pow (by norm_num) k
  have hnn : ∀ k : ℕ, 0 ≤ (k : ℝ) ^ 2 * w k := fun k => mul_nonneg (sq_nonneg _) (hw k)
  have hBS : B / Z ≤ (∑' k : ℕ, (k : ℝ) ^ 2 * w k) / w 0 := by
    refine div_le_div₀ (tsum_nonneg hnn) ?_ h0 hwZ
    rw [hB]
    exact hs.sum_le_tsum _ (fun k _ => hnn k)
  have hAZ : A / Z ≤ B / Z := div_le_div_of_nonneg_right hAB (h0.trans_le hwZ).le
  -- mean condensate number: total minus mean excited number
  have hm : mean (canonicalProb w N) = N - A / Z := by
    have e : ∑ k ∈ range (N + 1), ((N - k : ℕ) : ℝ) * w k = N * Z - A := by
      rw [hZ, hA, mul_sum, ← sum_sub_distrib]
      refine sum_congr rfl fun k hk => ?_
      rw [Nat.cast_sub (Nat.lt_succ_iff.mp (mem_range.mp hk))]
      ring
    unfold mean
    rw [canonical_average w (fun n => (n : ℝ)) N, e, ← hZ]
    field_simp
  -- the condensate and the excited particles have the same variance
  have hv : variance (canonicalProb w N) = B / Z - (A / Z) ^ 2 := by
    have e : ∑ k ∈ range (N + 1), (((N - k : ℕ) : ℝ) - (N - A / Z)) ^ 2 * w k =
        (A / Z) ^ 2 * Z - 2 * (A / Z) * A + B := by
      generalize A / Z = a
      rw [hZ, hA, hB, mul_sum, mul_sum, ← sum_sub_distrib, ← sum_add_distrib]
      refine sum_congr rfl fun k hk => ?_
      rw [Nat.cast_sub (Nat.lt_succ_iff.mp (mem_range.mp hk))]
      ring
    unfold variance
    rw [hm, canonical_average w (fun n => ((n : ℝ) - (N - A / Z)) ^ 2) N, e, ← hZ]
    field_simp
    ring
  constructor
  · rw [hm]
    linarith
  · rw [hv]
    linarith [sq_nonneg (A / Z)]
```

The names `Z`, `A` and `B` stand for $Z_N$, $A_N$ and $B_N$. The inequalities are `hAZ` and `hBS`, while `hm` and `hv` are the two exact moment formulas, obtained from `canonical_average` with a linear and a quadratic $f$.

## The canonical ratio tends to zero

For $N>C$ the two bounds give

$$0\le\frac{\sqrt{\operatorname{Var}_N}}{\langle n\rangle_N}\le\frac{\sqrt C}{N-C},$$

and the right-hand side tends to 0 as $N\to\infty$.

```lean
/-- At fixed particle number `N`, the relative condensate fluctuation vanishes as `N` grows,
for fixed nonnegative excitation weights with `w 0 > 0` and finite second moment. -/
theorem canonical_limit {w : ℕ → ℝ} (hw : ∀ k, 0 ≤ w k) (h0 : 0 < w 0)
    (hs : Summable fun k : ℕ => (k : ℝ) ^ 2 * w k) :
    Tendsto (fun N : ℕ => relFluct (canonicalProb w N)) atTop (𝓝 0) := by
  have hb := canonical_bounds hw h0 hs
  generalize (∑' k : ℕ, (k : ℝ) ^ 2 * w k) / w 0 = C at hb
  have ht : Tendsto (fun N : ℕ => (N : ℝ) - C) atTop atTop := by
    simpa only [sub_eq_add_neg] using
      tendsto_atTop_add_const_right atTop (-C) (tendsto_natCast_atTop_atTop (R := ℝ))
  refine squeeze_zero' ?_ ?_ (ht.const_div_atTop (√C))
  · filter_upwards [ht.eventually_gt_atTop 0] with N hN
    exact div_nonneg (Real.sqrt_nonneg _) (hN.le.trans (hb N).1)
  · filter_upwards [ht.eventually_gt_atTop 0] with N hN
    exact div_le_div₀ (Real.sqrt_nonneg _) (Real.sqrt_le_sqrt (hb N).2) hN (hb N).1
```

`squeeze_zero'` needs these inequalities only for large $N$, which is why the condition $N>C$ causes no difficulty.

The sequence $w$ is the same for every $N$. Physically, particles are added at constant temperature to a trap or box that does not change. This differs from the thermodynamic limit, where the volume grows with $N$ and the weights change with it.

If the second-moment condition is replaced by mere boundedness of the weights, the conclusion can fail. Take $w(k)=1$ for all $k$, which describes an "excited" level degenerate with the ground state. Working this example by hand, $P_N$ is uniform on $0,\dots,N$, with mean $N/2$ and variance $N(N+2)/12$. For $N\ge1$ the ratio is

$$\sqrt{\frac{N+2}{3N}}\longrightarrow\frac1{\sqrt3},$$

so the relative fluctuation does not vanish.

## One excited level

Let a single non-degenerate excited level lie at energy $\Delta>0$ above the ground state, and set $x=e^{-\beta\Delta}$, so that $0<x<1$. Identical bosons have exactly one state with $k$ particles in that level, hence $w(k)=x^k$. These weights are nonnegative, $w(0)=1$, and $\sum_k k^2x^k$ converges. The canonical limit is therefore 0, while the grand-canonical limit for the ground mode is 1.

```lean
/-- With one excited level of Boltzmann factor `0 < x < 1`, the relative condensate fluctuation
tends to zero at fixed particle number `N → ∞`, while the grand-canonical one tends to one
as `z` increases to one. -/
theorem two_level_ensembles_disagree {x : ℝ} (h0 : 0 < x) (h1 : x < 1) :
    Tendsto (fun N : ℕ => relFluct (canonicalProb (fun k => x ^ k) N)) atTop (𝓝 0) ∧
      Tendsto (fun z : ℝ => relFluct (modeProb z)) (𝓝[<] 1) (𝓝 1) := by
  have hn : ‖x‖ < 1 := by rwa [Real.norm_of_nonneg h0.le]
  exact ⟨canonical_limit (fun k => pow_nonneg h0.le k) (pow_pos h0 0)
    (summable_pow_mul_geometric_of_norm_lt_one 2 hn), grandCanonical_limit⟩

end

end IdealBoseCondensateFluctuations
```

The theorem places the two limits side by side, with $N$ and $z$ varying independently. Its grand-canonical half concerns the ground mode alone and does not involve $x$, because the modes of a non-interacting gas are statistically independent in that ensemble.

```lean
#print axioms IdealBoseCondensateFluctuations.modeProb_lt_zero_occupation
#print axioms IdealBoseCondensateFluctuations.two_level_ensembles_disagree
```

```
'IdealBoseCondensateFluctuations.modeProb_lt_zero_occupation' depends on axioms: [propext, Classical.choice, Quot.sound]
'IdealBoseCondensateFluctuations.two_level_ensembles_disagree' depends on axioms: [propext, Classical.choice, Quot.sound]
```
